# For a differentiable potential, the fixed-endpoint stationary paths of the trapezoidal discrete action are the Verlet trajectories

A path is a sequence of positions x(0), x(1), x(2), …, separated by a time step h. The mass is m, the potential energy is V, and the force is −∇V. A path of N steps has endpoints x(0) and x(N); the positions between them are its interior points.

```lean
import Mathlib

namespace DiscreteActionVerlet

noncomputable section

variable {E : Type*} [NormedAddCommGroup E] [InnerProductSpace ℝ E]
```

Positions live in `E`, a real vector space with an inner product ⟨·,·⟩. It may be the line, ordinary space, or the configuration space of many particles. There is one scalar mass; particles of unequal mass fit after passing to mass-weighted coordinates with m = 1.

```lean
/-- The discrete Lagrangian of one time step `h ≠ 0` from `q` to `q'`: kinetic term of the
straight segment minus the trapezoidal rule for the potential. -/
def discreteLagrangian (m h : ℝ) (V : E → ℝ) (q q' : E) : ℝ :=
  m * ‖q' - q‖ ^ 2 / (2 * h) - h * (V q + V q') / 2
```

This is the contribution of one step from q to q':

L(q, q') = m‖q' − q‖²/(2h) − h(V(q) + V(q'))/2.

The first term is the kinetic energy of uniform straight motion, multiplied by h. The second is the trapezoidal rule for the time integral of V.

```lean
/-- The discrete action of the first `N` steps of a path `x`, for a time step `h ≠ 0`. -/
def action (m h : ℝ) (V : E → ℝ) (N : ℕ) (x : ℕ → E) : ℝ :=
  ∑ k ∈ Finset.range N, discreteLagrangian m h V (x k) (x (k + 1))
```

The action is S = Σ L(x(k), x(k+1)), summed over k = 0, …, N−1. The type `ℕ → E` describes an infinite sequence, but only x(0), …, x(N) enter.

```lean
/-- A path is stationary if the action over `N` steps has zero derivative along every variation
that keeps the endpoints `x 0` and `x N` fixed. -/
def IsStationary (m h : ℝ) (V : E → ℝ) (N : ℕ) (x : ℕ → E) : Prop :=
  ∀ η : ℕ → E, η 0 = 0 → η N = 0 →
    HasDerivAt (fun s : ℝ => action m h V N (fun k => x k + s • η k)) 0 0
```

A variation η displaces each x(k) to x(k) + s η(k), with η(0) = η(N) = 0. `HasDerivAt f f' a` says that f has derivative f' at a, so the two final zeros mean "derivative zero, at s = 0". Stationarity demands this for every such η.

## Momenta at the two ends of a step

```lean
variable [CompleteSpace E]

/-- The momentum with which the step from `q` to `q'` departs from `q`, for `h ≠ 0`. -/
def departureMomentum (m h : ℝ) (V : E → ℝ) (q q' : E) : E :=
  (m / h) • (q' - q) + (h / 2) • gradient V q
```

From here on `E` is complete, hence a Hilbert space, and the differential of V can be represented by a gradient vector. The symbol `•` multiplies a vector by a number. The departure momentum is

P⁻(q, q') = (m/h)(q' − q) + (h/2)∇V(q) = −∂L/∂q.

```lean
/-- The momentum with which the step from `q` to `q'` arrives at `q'`, for `h ≠ 0`. -/
def arrivalMomentum (m h : ℝ) (V : E → ℝ) (q q' : E) : E :=
  (m / h) • (q' - q) - (h / 2) • gradient V q'
```

The arrival momentum is

P⁺(q, q') = (m/h)(q' − q) − (h/2)∇V(q') = ∂L/∂q'.

Both start from the mean momentum of the step. Arrival adds half a step's impulse of the force at q'; departure subtracts half a step's impulse of the force at q.

```lean
/-- The differential of the potential acts on a displacement as the inner product with the
gradient. -/
theorem fderiv_eq_inner (V : E → ℝ) (q u : E) :
    fderiv ℝ V q u = inner ℝ (gradient V q) u := by
  rw [gradient, InnerProductSpace.toDual_symm_apply]
```

In ordinary notation, dV(q)[u] = ⟨∇V(q), u⟩. This is the defining property of the gradient.

```lean
/-- For differentiable `V`, displacing the ends of one step by `u` and `u'` changes the discrete
Lagrangian at the rate arrival momentum times `u'` minus departure momentum times `u`. -/
theorem hasDerivAt_discreteLagrangian {m h : ℝ} {V : E → ℝ} (hV : Differentiable ℝ V)
    (q q' u u' : E) :
    HasDerivAt (fun s : ℝ => discreteLagrangian m h V (q + s • u) (q' + s • u'))
      (inner ℝ (arrivalMomentum m h V q q') u' - inner ℝ (departureMomentum m h V q q') u) 0 := by
  have hl (a b : E) : HasDerivAt (fun s : ℝ => a + s • b) b 0 := by
    simpa using ((hasDerivAt_id (0 : ℝ)).smul_const b).const_add a
  -- the potential along a straight line
  have hp (a b : E) :
      HasDerivAt (fun s : ℝ => V (a + s • b)) (inner ℝ (gradient V a) b) 0 := by
    have h1 : HasFDerivAt V (fderiv ℝ V a) (a + (0 : ℝ) • b) := by
      rw [zero_smul, add_zero]
      exact (hV a).hasFDerivAt
    rw [← fderiv_eq_inner]
    exact h1.comp_hasDerivAt (0 : ℝ) (hl a b)
  -- the kinetic term
  have hn := ((hl q' u').fun_sub (hl q u)).norm_sq
  unfold discreteLagrangian
  refine (((hn.const_mul m).div_const (2 * h)).fun_sub
    ((((hp q u).fun_add (hp q' u')).const_mul h).div_const 2)).congr_deriv ?_
  simp only [arrivalMomentum, departureMomentum, zero_smul, add_zero, inner_add_left,
    inner_sub_left, inner_sub_right, real_inner_smul_left]
  ring
```

Displace q by su and q' by su'. At s = 0 the kinetic term changes at the rate

(m/h)⟨q' − q, u' − u⟩,

and the potential term at the rate

−(h/2)(⟨∇V(q), u⟩ + ⟨∇V(q'), u'⟩).

Collecting what multiplies u' and what multiplies u gives

dL/ds = ⟨P⁺(q, q'), u'⟩ − ⟨P⁻(q, q'), u⟩.

In the proof, `hl` differentiates a straight line, `hp` applies the chain rule to V, and `hn` differentiates the squared length. The closing `simp only` and `ring` do the collecting.

## Summation by parts

```lean
/-- First variation of the action for differentiable `V`: two boundary terms, and at each interior
point the mismatch between the arriving and the departing momentum. -/
theorem first_variation {m h : ℝ} {V : E → ℝ} (hV : Differentiable ℝ V) (x η : ℕ → E) (n : ℕ) :
    HasDerivAt (fun s : ℝ => action m h V (n + 1) (fun k => x k + s • η k))
      (inner ℝ (arrivalMomentum m h V (x n) (x (n + 1))) (η (n + 1))
        - inner ℝ (departureMomentum m h V (x 0) (x 1)) (η 0)
        + ∑ j ∈ Finset.range n, inner ℝ (arrivalMomentum m h V (x j) (x (j + 1))
            - departureMomentum m h V (x (j + 1)) (x (j + 2))) (η (j + 1))) 0 := by
  induction n with
  | zero =>
    simpa [action] using
      hasDerivAt_discreteLagrangian (m := m) (h := h) hV (x 0) (x 1) (η 0) (η 1)
  | succ n ih =>
    -- split off the last step of the path
    have e : (fun s : ℝ => action m h V (n + 1 + 1) (fun k => x k + s • η k)) =
        fun s : ℝ => action m h V (n + 1) (fun k => x k + s • η k) +
          discreteLagrangian m h V (x (n + 1) + s • η (n + 1))
            (x (n + 1 + 1) + s • η (n + 1 + 1)) := by
      funext s
      exact Finset.sum_range_succ _ _
    rw [e]
    refine (ih.fun_add (hasDerivAt_discreteLagrangian hV (x (n + 1)) (x (n + 1 + 1))
      (η (n + 1)) (η (n + 1 + 1)))).congr_deriv ?_
    simp only [Finset.sum_range_succ, inner_sub_left]
    ring
```

The path now has N = n + 1 steps. Adding the single-step rates gives

dS/ds = Σ [⟨P⁺(x(k), x(k+1)), η(k+1)⟩ − ⟨P⁻(x(k), x(k+1)), η(k)⟩], k = 0, …, n.

Each interior displacement η(j+1), with 0 ≤ j < n, occurs twice: in the step that arrives at x(j+1) and in the step that leaves it. Its total coefficient is the mismatch

D(j) = P⁺(x(j), x(j+1)) − P⁻(x(j+1), x(j+2)).

Only the terms with η(0) and η(n+1) remain unpaired. This is integration by parts for sums. Lean proves it by induction on n: one more step turns the old final boundary term into an interior mismatch.

```lean
/-- For `h ≠ 0`, the momentum arriving at `b` from `a` equals the momentum departing from `b`
to `c` exactly when the three positions satisfy the Verlet equation. -/
theorem momenta_match_iff {m h : ℝ} {V : E → ℝ} (hh : h ≠ 0) (a b c : E) :
    arrivalMomentum m h V a b = departureMomentum m h V b c ↔
      m • (c - (2 : ℝ) • b + a) = (-h ^ 2) • gradient V b := by
  have key : m • (c - (2 : ℝ) • b + a) - (-h ^ 2) • gradient V b =
      h • (departureMomentum m h V b c - arrivalMomentum m h V a b) := by
    obtain ⟨r, rfl⟩ : ∃ r, m = h * r := ⟨m / h, by field_simp⟩
    have hr : h * r / h = r := by field_simp
    simp only [departureMomentum, arrivalMomentum, hr]
    module
  constructor
  · intro e
    rw [e, sub_self, smul_zero] at key
    exact sub_eq_zero.1 key
  · intro e
    rw [e, sub_self] at key
    exact (sub_eq_zero.1 ((smul_eq_zero.1 key.symm).resolve_left hh)).symm
```

For three successive positions a, b, c, subtract the momenta:

P⁻(b, c) − P⁺(a, b) = (m/h)(c − 2b + a) + h∇V(b).

Multiplication by h gives

h(P⁻(b, c) − P⁺(a, b)) = m(c − 2b + a) + h²∇V(b).

Since h ≠ 0, the momenta match exactly when the right-hand side vanishes, which is the Verlet equation. The identity is called `key` in the proof, and `module` verifies the vector algebra. Lean reads `-h ^ 2` as −(h²).

```lean
/-- For differentiable `V`, moving a single interior point in the direction `u` changes the action
at the rate momentum mismatch times `u`. -/
theorem single_site_variation {m h : ℝ} {V : E → ℝ} (hV : Differentiable ℝ V) (x : ℕ → E)
    {j n : ℕ} (hj : j < n) (u : E) :
    HasDerivAt (fun s : ℝ => action m h V (n + 1)
        (fun k => x k + s • (Pi.single (j + 1) u : ℕ → E) k))
      (inner ℝ (arrivalMomentum m h V (x j) (x (j + 1))
        - departureMomentum m h V (x (j + 1)) (x (j + 2))) u) 0 := by
  refine (first_variation hV x (Pi.single (j + 1) u) n).congr_deriv ?_
  have h1 : n + 1 ≠ j + 1 := by omega
  have h0 : 0 ≠ j + 1 := by omega
  rw [Finset.sum_eq_single j]
  · rw [Pi.single_eq_of_ne h1, Pi.single_eq_of_ne h0, Pi.single_eq_same, inner_zero_right,
      inner_zero_right, sub_zero, zero_add]
  · intro b _ hb
    have hb' : b + 1 ≠ j + 1 := by omega
    rw [Pi.single_eq_of_ne hb', inner_zero_right]
  · intro hj'
    exact absurd (Finset.mem_range.2 hj) hj'
```

`Pi.single (j + 1) u` is the variation that equals u at site j+1 and zero elsewhere. Every term of the first variation then vanishes except one, leaving dS/ds = ⟨D(j), u⟩.

## The equivalence

```lean
/-- For differentiable `V` and `h ≠ 0`, a path of `n + 1` steps is stationary for the discrete
action with fixed endpoints exactly when it obeys the Verlet equation at every interior point. -/
theorem isStationary_iff_verlet {m h : ℝ} {V : E → ℝ} (hV : Differentiable ℝ V) (hh : h ≠ 0)
    (x : ℕ → E) (n : ℕ) :
    IsStationary m h V (n + 1) x ↔ ∀ j < n,
      m • (x (j + 2) - (2 : ℝ) • x (j + 1) + x j) = (-h ^ 2) • gradient V (x (j + 1)) := by
  constructor
  · intro hs j hj
    rw [← momenta_match_iff hh]
    have h1 : n + 1 ≠ j + 1 := by omega
    have h0 : 0 ≠ j + 1 := by omega
    -- vary one point along the mismatch itself
    have z := (single_site_variation hV x hj _).unique
      (hs (Pi.single (j + 1) (arrivalMomentum m h V (x j) (x (j + 1))
        - departureMomentum m h V (x (j + 1)) (x (j + 2))))
        (Pi.single_eq_of_ne h0 _) (Pi.single_eq_of_ne h1 _))
    exact sub_eq_zero.1 ((inner_self_eq_zero (𝕜 := ℝ)).1 z)
  · intro hv η h0 hN
    refine (first_variation hV x η n).congr_deriv ?_
    rw [h0, hN, Finset.sum_eq_zero]
    · simp
    · intro j hj
      rw [(momenta_match_iff hh _ _ _).2 (hv j (Finset.mem_range.1 hj)), sub_self,
        inner_zero_left]
```

For differentiable V and h ≠ 0, a path of n + 1 steps is stationary if and only if, for every j < n,

m(x(j+2) − 2x(j+1) + x(j)) = −h²∇V(x(j+1)).

Suppose first that the path is stationary. Move only x(j+1), in the direction u = D(j). The rate of change is ⟨D(j), D(j)⟩ = ‖D(j)‖², and stationarity says that it is zero. Hence D(j) = 0, the momenta match, and the Verlet equation holds. In Lean, `unique` expresses that a function has only one derivative at a point.

Conversely, the Verlet equations make every D(j) zero, and the fixed endpoints remove the boundary terms. The first variation therefore vanishes for every allowed η.

In the smallest case, n = 0, there is one step and no interior point: every path is stationary, and there is no equation to satisfy. With n = 1 there is a single equation, for x(1).

For molecular dynamics, this gives Verlet trajectories a variational characterisation when the potential is differentiable everywhere and there are no constraints or thermostats. A pair potential that diverges at contact does not satisfy this hypothesis on the whole space. The theorem tests a given path; it does not say that a stationary path exists between two chosen endpoints, nor how close it lies to the continuous-time motion. The sign of m is not restricted.

## One coordinate on the line

```lean
/-- On the line the gradient of the potential is its ordinary derivative. -/
theorem gradient_eq_deriv_real (V : ℝ → ℝ) (q : ℝ) : gradient V q = deriv V q := by
  have h : deriv V q = inner ℝ (gradient V q) (1 : ℝ) := fderiv_eq_inner V q 1
  rw [h]
  simp
```

On the line, ∇V is the ordinary derivative V', written `deriv V`.

```lean
/-- On the line, for differentiable `V` and `h ≠ 0`, the action is stationary in one interior
position, all others held fixed, exactly when the Verlet equation holds there. -/
theorem stationary_in_position_iff {m h : ℝ} {V : ℝ → ℝ} (hV : Differentiable ℝ V) (hh : h ≠ 0)
    (x : ℕ → ℝ) {j N : ℕ} (hj : j + 1 < N) :
    HasDerivAt (fun y => action m h V N (Function.update x (j + 1) y)) 0 (x (j + 1)) ↔
      m * (x (j + 2) - 2 * x (j + 1) + x j) = -h ^ 2 * deriv V (x (j + 1)) := by
  obtain ⟨n, rfl⟩ : ∃ n, N = n + 1 := ⟨N - 1, by omega⟩
  have d := single_site_variation (m := m) (h := h) hV x (show j < n by omega) (1 : ℝ)
  -- replacing one position is a shifted single-site variation
  have path (y : ℝ) : Function.update x (j + 1) y =
      fun k => x k + (y - x (j + 1)) • (Pi.single (j + 1) (1 : ℝ) : ℕ → ℝ) k := by
    funext k
    by_cases hk : k = j + 1
    · subst hk
      simp
    · simp [hk]
  have d' : HasDerivAt (fun y => action m h V (n + 1) (Function.update x (j + 1) y))
      (inner ℝ (arrivalMomentum m h V (x j) (x (j + 1))
        - departureMomentum m h V (x (j + 1)) (x (j + 2))) (1 : ℝ)) (x (j + 1)) := by
    simp only [path]
    rw [← sub_self (x (j + 1))] at d
    exact d.comp_sub_const (x (j + 1)) (x (j + 1))
  have v := momenta_match_iff (m := m) (V := V) hh (x j) (x (j + 1)) (x (j + 2))
  rw [gradient_eq_deriv_real] at v
  simp only [smul_eq_mul] at v
  rw [← v]
  constructor
  · intro s
    have z := d'.unique s
    exact sub_eq_zero.1 (by simpa using z)
  · intro e
    rw [e, sub_self, inner_zero_left] at d'
    exact d'
```

`Function.update x (j + 1) y` replaces x(j+1) by y and keeps all other positions. The condition j + 1 < N makes this an interior point. Only two terms of the action contain y, and the derivative of their sum is

dS/dy = (m/h)(y − x(j)) − (m/h)(x(j+2) − y) − hV'(y).

At y = x(j+1), setting this to zero and multiplying by −h gives

m(x(j+2) − 2x(j+1) + x(j)) = −h²V'(x(j+1)).

So stationarity in one position is equivalent to the Verlet equation at that position, whatever the rest of the path does. Lean obtains this from the single-site variation with u = 1: `path` rewrites the replacement as a displacement by y − x(j+1), and `d'` is the resulting derivative.

For a numerical instance, take m = h = 1, V(q) = q²/2, x(0) = 0 and x(2) = 1. With midpoint y,

S(y) = y²/2 + (1 − y)²/2 − y²/4 − (y² + 1)/4 = (1 − y)²/2 − 1/4.

The stationary point is y = 1. The Verlet equation agrees: 1 − 2·1 + 0 = −1 = −V'(1).

## A stationary path that is not a minimum

```lean
/-- Stationary does not mean least: in the potential `k q² / 2` with `h > 0` and `2 m < h² k`, the
two-step path at rest in the origin is stationary, yet any shift of its midpoint lowers the
action. -/
theorem rest_stationary_not_least {m h k : ℝ} (hh : 0 < h) (hk : 2 * m < h ^ 2 * k) :
    IsStationary m h (fun q : ℝ => k * q ^ 2 / 2) 2 (fun _ => 0) ∧
    ∀ y : ℝ, y ≠ 0 →
      action m h (fun q : ℝ => k * q ^ 2 / 2) 2 (fun i => if i = 1 then y else 0) <
        action m h (fun q : ℝ => k * q ^ 2 / 2) 2 (fun _ => 0) := by
  constructor
  · have hd : HasDerivAt (fun q : ℝ => k * q ^ 2 / 2) 0 0 := by
      simpa using ((hasDerivAt_pow 2 (0 : ℝ)).const_mul k).div_const 2
    refine (isStationary_iff_verlet (by fun_prop) hh.ne' _ 1).2 ?_
    intro j _
    rw [gradient_eq_deriv_real, hd.deriv]
    simp
  · intro y hy
    have e : action m h (fun q : ℝ => k * q ^ 2 / 2) 2 (fun i => if i = 1 then y else 0) =
        (2 * m - h ^ 2 * k) * y ^ 2 / (2 * h) := by
      simp [action, discreteLagrangian, Finset.sum_range_succ]
      field_simp
      ring
    have e0 : action m h (fun q : ℝ => k * q ^ 2 / 2) 2 (fun _ => 0) = 0 := by
      simp [action, discreteLagrangian]
    rw [e, e0]
    exact div_neg_of_neg_of_pos
      (mul_neg_of_neg_of_pos (by linarith) (by positivity)) (by positivity)

end

end DiscreteActionVerlet
```

Here k is a force constant, no longer an index: V(q) = kq²/2, with h > 0 and 2m < h²k. For positive m and k, the second condition means a time step longer than √(2m/k). The path 0, 0, 0 satisfies the Verlet equation, since both sides vanish, and is therefore stationary. Moving its midpoint to y gives

S(y) = 2(my²/(2h) − hky²/4) = (2m − h²k)y²/(2h),

which is negative for every y ≠ 0, while the rest path has S = 0. With m = h = 1 and k = 3, for example, S(y) = −y²/2. The rest path maximises the action with respect to its midpoint, so "least action" would be the wrong name for the principle here.

In the proof, the first part applies the equivalence with n = 1. The second computes the two actions, as `e` and `e0`, and compares their signs.

```lean
#print axioms DiscreteActionVerlet.isStationary_iff_verlet
-- 'DiscreteActionVerlet.isStationary_iff_verlet' depends on axioms: [propext, Classical.choice, Quot.sound]
#print axioms DiscreteActionVerlet.stationary_in_position_iff
-- 'DiscreteActionVerlet.stationary_in_position_iff' depends on axioms: [propext, Classical.choice, Quot.sound]
#print axioms DiscreteActionVerlet.rest_stationary_not_least
-- 'DiscreteActionVerlet.rest_stationary_not_least' depends on axioms: [propext, Classical.choice, Quot.sound]
```
